# Factoring e^{-r} out of the hydrogen radial Hamiltonian shifted by 1/2 hartree

The theorem `ham_add_half` concerns the non-relativistic radial Hamiltonian of one electron in the field of a fixed point charge +1, in atomic units, at angular momentum `l`. It acts on the radial function R(r) itself, not on the reduced function rR(r). Applied to R(r) = p(r)e^{-r} with p a polynomial, this Hamiltonian plus 1/2 gives e^{-r} times -p''/2 + p' - p'/r + l(l+1)p/(2r²). The polynomial is any with rational coefficients, and the product need be neither normalised nor an eigenfunction; the Lean identity also covers r = 0, where division by zero gives zero and the formulas are not the physical operator. The proof unfolds both operators, computes the derivatives with two helper lemmas, and leaves the remaining algebra to `ring`.

The first attempt, which Lean rejects:

```lean
import Mathlib

open Polynomial MeasureTheory Set

namespace HydrogenSternheimer

noncomputable section

/-- The radial hydrogen Hamiltonian of angular momentum `l` in atomic units, for `r ≠ 0`. -/
def radialHam (l : ℕ) (u : ℝ → ℝ) (r : ℝ) : ℝ :=
  -(deriv (deriv u) r) / 2 - deriv u r / r + l * (l + 1) / (2 * r ^ 2) * u r - u r / r

/-- The Sternheimer operator `-f''/2 + f' - f'/r + l(l+1)f/(2r²)`, for `r ≠ 0`. -/
def radialOp (l : ℕ) (f : ℝ → ℝ) (r : ℝ) : ℝ :=
  -(deriv (deriv f) r) / 2 + deriv f r - deriv f r / r + l * (l + 1) / (2 * r ^ 2) * f r

private lemma deriv_poly (p : ℚ[X]) :
    deriv (fun s : ℝ => aeval s p) = fun s => aeval s (derivative p) :=
  funext fun s => (p.hasDerivAt_aeval s).deriv

private lemma deriv_poly_exp (p : ℚ[X]) :
    deriv (fun s : ℝ => aeval s p * Real.exp (-s)) =
      fun s => aeval s (derivative p - p) * Real.exp (-s) := by
  funext s
  have h : HasDerivAt (fun s : ℝ => aeval s p * Real.exp (-s))
      (aeval s (derivative p) * Real.exp (-s) + aeval s p * (Real.exp (-s) * (-1))) s :=
    (p.hasDerivAt_aeval s).fun_mul ((hasDerivAt_id' s).fun_neg.exp)
  rw [h.deriv, map_sub]
  ring

/-- On a rational polynomial times `e^{-r}`, the Hamiltonian plus `1/2` acts as the Sternheimer
operator on the polynomial factor. -/
theorem ham_add_half (l : ℕ) (p : ℚ[X]) (r : ℝ) :
    radialHam l (fun s => aeval s p * Real.exp (-s)) r + 1 / 2 * (aeval r p * Real.exp (-r))
      = radialOp l (fun s => aeval s p) r * Real.exp (-r) := by
  simp only [radialHam, radialOp, deriv_poly_exp, deriv_poly, map_sub]
  ring

end

end HydrogenSternheimer
```

Lean reports:

```
Try this:
  [apply] ring_nf
  
  The `ring` tactic failed to close the goal. Use `ring_nf` to obtain a normal form.
    
  Note that `ring` works primarily in *commutative* rings. If you have a noncommutative ring, abelian group or module, consider using `noncomm_ring`, `abel` or `module` instead.
Main.lean:35:61: error: unsolved goals
l : ℕ
p : ℚ[X]
r : ℝ
⊢ deriv (fun s => (aeval s) (derivative p) * Real.exp (-s) - (aeval s) p * Real.exp (-s)) r * (-1 / 2) -
            (aeval r) (derivative p) * Real.exp (-r) * r⁻¹ +
          (aeval r) p * Real.exp (-r) * (1 / 2) +
        (aeval r) p * Real.exp (-r) * r⁻¹ ^ 2 * ↑l * (1 / 2) +
      (aeval r) p * Real.exp (-r) * r⁻¹ ^ 2 * ↑l ^ 2 * (1 / 2) =
    (aeval r) (derivative p) * Real.exp (-r) - (aeval r) (derivative p) * Real.exp (-r) * r⁻¹ +
          (aeval r) p * Real.exp (-r) * r⁻¹ ^ 2 * ↑l * (1 / 2) +
        (aeval r) p * Real.exp (-r) * r⁻¹ ^ 2 * ↑l ^ 2 * (1 / 2) +
      Real.exp (-r) * (aeval r) (derivative (derivative p)) * (-1 / 2)
```

As a diff, the version that Lean accepts:

```diff
@@ -34,5 +34,6 @@
     radialHam l (fun s => aeval s p * Real.exp (-s)) r + 1 / 2 * (aeval r p * Real.exp (-r))
       = radialOp l (fun s => aeval s p) r * Real.exp (-r) := by
-  simp only [radialHam, radialOp, deriv_poly_exp, deriv_poly, map_sub]
+  simp only [radialHam, radialOp, deriv_poly_exp, deriv_poly]
+  simp only [map_sub]
   ring
 
```

What went wrong. The first message says that `ring` did not close the goal; the error shows what was left. On the left there is still an unevaluated `deriv`, of a difference of two polynomial values, each times the exponential. `ring` does not differentiate, so it cannot match this with the right side.

The derivative survived because `map_sub` was in the same `simp only` call as `deriv_poly_exp`. The Hamiltonian contains a second derivative. Once the inner one was computed, its polynomial factor was `aeval s (derivative p - p)`, and `map_sub` split this into a difference of two `aeval` terms. The outer `deriv` then no longer had the form `deriv_poly_exp` needs, a single `aeval` of one polynomial times `Real.exp (-s)`.

The repair takes `map_sub` out of the first call, so `deriv_poly_exp` applies a second time, with `derivative p - p` as its polynomial. A separate `simp only [map_sub]` then splits the differences, both under `aeval` and under `derivative`, and `ring` closes the goal.
